# DMRG sweep energies never rise and converge when each local ground state fits into the next frame

A DMRG sweep is represented here by the sequence of orthonormal frames in which the local problems are solved, and not by the tensors of a matrix product state. At step k the frame is a matrix W_k. Its columns span the many-body states that can be reached by varying the current centre tensor, and a vector x_k holds the entries of that tensor. The number of columns may change from step to step. What links consecutive steps is one condition: the optimised state W_k x_k must be expressible in the frame W_(k+1).

The Hamiltonian H is a finite Hermitian matrix with complex entries, for instance the electronic Hamiltonian in the occupation-number basis of a finite orbital set.

```lean
import Mathlib

open Matrix Filter Topology
open scoped Kronecker ComplexOrder

namespace DMRGSweep

noncomputable section
```

## Frames, local problems and sweeps

A frame has orthonormal columns when

  Wᴴ W = 1.

W may be rectangular, with many more rows than columns, so W Wᴴ is in general only a projector. In Lean the row type `n` labels the full basis and the column type `m` labels the renormalised one.

```lean
/-- The columns of `W` are orthonormal: `Wᴴ W = 1`. -/
def IsIsometry {n m : Type*} [Fintype n] [DecidableEq m] (W : Matrix n m ℂ) : Prop :=
  Wᴴ * W = 1
```

Restricting the state to ψ = W y turns the eigenvalue problem of H into that of the effective Hamiltonian

  H_eff = Wᴴ H W.

```lean
/-- The effective Hamiltonian `Wᴴ H W` in the renormalised basis given by the columns of `W`. -/
def effH {n m : Type*} [Fintype n] (H : Matrix n n ℂ) (W : Matrix n m ℂ) : Matrix m m ℂ :=
  Wᴴ * H * W
```

The energy of a normalised state ψ is ψᴴ H ψ. The definition takes the real part in order to return a real number. For Hermitian H the expectation value is real already, so nothing is lost.

```lean
/-- The energy expectation value `⟨ψ|H|ψ⟩` (its real part). -/
def energy {n : Type*} [Fintype n] (H : Matrix n n ℂ) (ψ : n → ℂ) : ℝ :=
  (star ψ ⬝ᵥ H *ᵥ ψ).re
```

A local solution is a pair (E, x) with

  xᴴ x = 1, A x = E x, E ≤ μ for every real eigenvalue μ of A.

The field `lowest` states the last condition through nonzero eigenvectors `y`. It compares E with other eigenvalues only, so the variational principle is not built into the definition and has to be proved. Degenerate ground states are allowed.

```lean
/-- `x` is a normalised eigenvector of `A` whose eigenvalue `E` is the lowest real eigenvalue. -/
structure IsGround {n : Type*} [Fintype n] (A : Matrix n n ℂ) (E : ℝ) (x : n → ℂ) : Prop where
  unit : star x ⬝ᵥ x = 1
  eigen : A *ᵥ x = (E : ℂ) • x
  lowest : ∀ (μ : ℝ) (y : n → ℂ), y ≠ 0 → A *ᵥ y = (μ : ℂ) • y → E ≤ μ
```

A sweep combines three requirements for every k: W_k is an isometry, (E_k, x_k) is a lowest eigenpair of W_kᴴ H W_k, and some y satisfies

  W_(k+1) y = W_k x_k.

The second requirement stands for a local eigensolver converged exactly to the lowest root. The third, called `carry`, stands for moving the centre without discarding any part of the state. A truncation after a two-site update, or noise added to the state, can violate it.

```lean
/-- A sweep: isometric frames `W k`, lowest eigenpairs `(E k, x k)` of the effective
Hamiltonians, and each optimised state representable in the next frame. -/
structure IsSweep {n : Type*} [Fintype n] {m : ℕ → Type*} [∀ k, Fintype (m k)]
    [∀ k, DecidableEq (m k)] (H : Matrix n n ℂ) (W : ∀ k, Matrix n (m k) ℂ)
    (E : ℕ → ℝ) (x : ∀ k, m k → ℂ) : Prop where
  isometry : ∀ k, IsIsometry (W k)
  ground : ∀ k, IsGround (effH H (W k)) (E k) (x k)
  carry : ∀ k, ∃ y, W (k + 1) *ᵥ y = W k *ᵥ x k
```

## Why a one-site frame is an isometry

For isometries A and B, the mixed-product rule gives

  (A ⊗ B)ᴴ (A ⊗ B) = (Aᴴ A) ⊗ (Bᴴ B) = 1 ⊗ 1 = 1.

The rewriting in the proof follows these equalities in order.

```lean
section Frames

variable {a b l r s t q p : Type*}

/-- The Kronecker product of two isometries is an isometry. -/
theorem isIsometry_kronecker [Fintype a] [Fintype b] [DecidableEq l] [DecidableEq r]
    {A : Matrix a l ℂ} {B : Matrix b r ℂ}
    (hA : IsIsometry A) (hB : IsIsometry B) : IsIsometry (A ⊗ₖ B) := by
  unfold IsIsometry at *
  rw [conjTranspose_kronecker, ← mul_kronecker_mul, hA, hB, one_kronecker_one]
```

In a one-site step on a matrix product state in mixed canonical form, an isometry L maps the left bond basis into the left part of the chain, an isometry R does the same on the right, and the site between them keeps its full local basis. The frame is L ⊗ 1 ⊗ R. Since the identity is an isometry, two applications of the product result suffice.

```lean
/-- Isometric left and right blocks around one untruncated site give an isometric frame
`L ⊗ 1 ⊗ R`. -/
theorem isIsometry_site_frame [Fintype a] [Fintype b] [Fintype s] [DecidableEq l]
    [DecidableEq r] [DecidableEq s] {L : Matrix a l ℂ} {R : Matrix b r ℂ}
    (hL : IsIsometry L) (hR : IsIsometry R) :
    IsIsometry ((L ⊗ₖ (1 : Matrix s s ℂ)) ⊗ₖ R) := by
  have h1 : IsIsometry (1 : Matrix s s ℂ) := by simp [IsIsometry]
  exact isIsometry_kronecker (isIsometry_kronecker hL h1) hR
```

## Moving the centre without changing the state

Write the centre tensor as a matrix C with the left bond and site as row index and the right bond as column index. A QR factorisation gives C = Q c, or, with C and c read as vectors,

  C = (Q ⊗ 1) c.

Suppose the old right block contains the next site through a tensor B, so that it equals (1 ⊗ R) B. The state before the move is then

  [(L ⊗ 1) ⊗ ((1 ⊗ R) B)] (Q ⊗ 1) c = [((L ⊗ 1) Q) ⊗ ((1 ⊗ R) B)] c.

Taking B out of the right-hand factor gives

  [((L ⊗ 1) Q) ⊗ (1 ⊗ R)] (1 ⊗ B) c.

This is a vector in the new frame, whose left block has absorbed the old site and whose free site is the next one. The coefficients (1 ⊗ B) c are the y that `carry` asks for. Lean reaches the same expression from both sides by merging the Kronecker products.

The identity is pure algebra and needs no orthonormality. If L and R are isometries and Q has orthonormal columns, as the QR factorisation provides, the new frame is an isometry as well. The theorem treats a move to the right; a move to the left is its mirror image. The convergence theorem below takes `carry` as a hypothesis and does not refer to a particular chain.

```lean
/-- Moving the centre one site to the right: if the centre tensor factorises as `(Q ⊗ 1) c` and
the old right block is `(1 ⊗ R) B`, the state is reproduced exactly in the frame with left block
`(L ⊗ 1) Q`, one free site and right block `R`. -/
theorem one_site_move [Fintype l] [Fintype r] [Fintype s] [Fintype t] [Fintype q] [Fintype p]
    [DecidableEq s] [DecidableEq t] [DecidableEq q]
    (L : Matrix a l ℂ) (R : Matrix b r ℂ) (Q : Matrix (l × s) q ℂ)
    (B : Matrix (t × r) p ℂ) [DecidableEq p] (c : q × p → ℂ) :
    ((L ⊗ₖ (1 : Matrix s s ℂ)) ⊗ₖ (((1 : Matrix t t ℂ) ⊗ₖ R) * B)) *ᵥ
        ((Q ⊗ₖ (1 : Matrix p p ℂ)) *ᵥ c) =
      (((L ⊗ₖ (1 : Matrix s s ℂ)) * Q) ⊗ₖ ((1 : Matrix t t ℂ) ⊗ₖ R)) *ᵥ
        (((1 : Matrix q q ℂ) ⊗ₖ B) *ᵥ c) := by
  rw [mulVec_mulVec, mulVec_mulVec, ← mul_kronecker_mul, ← mul_kronecker_mul,
    Matrix.mul_one, Matrix.mul_one]

end Frames
```

## Norms and energies carry over to the full space

An isometry preserves norms:

  (W y)ᴴ (W y) = yᴴ Wᴴ W y = yᴴ y.

A normalised centre tensor therefore describes a normalised many-body state.

```lean
variable {n : Type*} [Fintype n]

/-- An isometry preserves the norm of a state. -/
theorem norm_preserved {m : Type*} [Fintype m] [DecidableEq m] {W : Matrix n m ℂ}
    (hW : IsIsometry W) (y : m → ℂ) : star (W *ᵥ y) ⬝ᵥ (W *ᵥ y) = star y ⬝ᵥ y := by
  have h : Wᴴ * W = 1 := hW
  rw [star_mulVec, ← dotProduct_mulVec, mulVec_mulVec, h, one_mulVec]
```

The effective Hamiltonian gives y the energy of the full state:

  yᴴ (Wᴴ H W) y = (W y)ᴴ H (W y).

This holds for any matrix W, isometric or not.

```lean
/-- The effective Hamiltonian assigns to `y` the energy of the full state `W y`. -/
theorem energy_effH {m : Type*} [Fintype m] (H : Matrix n n ℂ) (W : Matrix n m ℂ)
    (y : m → ℂ) : energy (effH H W) y = energy H (W *ᵥ y) := by
  unfold energy effH
  rw [star_mulVec, ← dotProduct_mulVec]
  simp only [mulVec_mulVec, Matrix.mul_assoc]
```

## The variational principle from the spectral theorem

Let A be Hermitian with lowest eigenpair (E, x), and set D = A − E·1. If D v = λ v with v ≠ 0, then A v = (λ + E) v. Because E is lowest, E ≤ λ + E, so λ ≥ 0. Expanding a normalised y in an orthonormal eigenbasis v_i of D, with coefficients c_i, gives

  yᴴ D y = Σ_i λ_i |c_i|² ≥ 0,

and the left side equals yᴴ A y − E. Hence E ≤ yᴴ A y.

In the proof, `hB` states that D is Hermitian, and `hpos` turns the nonnegative eigenvalues into positive semidefiniteness, which replaces the explicit expansion. The last lines read off the real part of the inequality.

```lean
/-- Variational principle: no normalised trial vector has an energy below the lowest
eigenvalue of a Hermitian matrix. -/
theorem variational [DecidableEq n] {A : Matrix n n ℂ} (hA : A.IsHermitian) {E : ℝ}
    {x : n → ℂ} (h : IsGround A E x) {y : n → ℂ} (hy : star y ⬝ᵥ y = 1) :
    E ≤ energy A y := by
  have hB : (A - (E : ℂ) • (1 : Matrix n n ℂ)).IsHermitian := by
    unfold Matrix.IsHermitian
    rw [conjTranspose_sub, conjTranspose_smul, conjTranspose_one, hA.eq]
    simp
  -- every eigenvalue of `A - E` is nonnegative
  have hpos : (A - (E : ℂ) • (1 : Matrix n n ℂ)).PosSemidef := by
    refine hB.posSemidef_iff_eigenvalues_nonneg.mpr (fun i => ?_)
    have hv := hB.mulVec_eigenvectorBasis i
    have hne : (hB.eigenvectorBasis i).ofLp ≠ 0 := fun h0 =>
      hB.eigenvectorBasis.orthonormal.ne_zero i (PiLp.ext (fun j => congrFun h0 j))
    have hle := h.lowest (hB.eigenvalues i + E) _ hne (by
      rw [sub_mulVec, smul_mulVec, one_mulVec] at hv
      funext j
      have hj := congrFun hv j
      simp only [Pi.sub_apply, Pi.smul_apply, smul_eq_mul, Complex.real_smul] at hj ⊢
      push_cast
      linear_combination hj)
    change 0 ≤ hB.eigenvalues i
    linarith
  have h1 := hpos.dotProduct_mulVec_nonneg y
  rw [sub_mulVec, smul_mulVec, one_mulVec, dotProduct_sub, dotProduct_smul, hy] at h1
  have h2 := (Complex.le_def.mp h1).1
  simp at h2
  unfold energy
  linarith
```

For the eigenvector itself the bound is attained:

  xᴴ A x = E xᴴ x = E.

```lean
/-- The energy of a normalised lowest eigenvector is its eigenvalue. -/
theorem energy_ground {A : Matrix n n ℂ} {E : ℝ} {x : n → ℂ} (h : IsGround A E x) :
    energy A x = E := by
  unfold energy
  rw [h.eigen, dotProduct_smul, h.unit]
  simp
```

## Monotone energies and their limit

By the two transfer rules, the full state W_k x_k is normalised and has energy E_k. These are `hunit` and `hE` in the proof.

Now take the y with W_(k+1) y = W_k x_k. Norm preservation in the new frame gives yᴴ y = 1, so y is an admissible trial vector for the next local problem. The compressed matrix W_(k+1)ᴴ H W_(k+1) is Hermitian, and the variational principle yields

  E_(k+1) ≤ yᴴ W_(k+1)ᴴ H W_(k+1) y = (W_k x_k)ᴴ H (W_k x_k) = E_k.

Applied to H itself, with lowest eigenvalue E₀, the same principle gives

  E₀ ≤ (W_k x_k)ᴴ H (W_k x_k) = E_k.

A nonincreasing real sequence that is bounded below converges to its infimum, and the limit inherits the bound E₀.

In the Lean statement, `Antitone E` says that the energies are nonincreasing, and `Tendsto E atTop (𝓝 Elim)` says that they converge to `Elim`. The pair (E₀, ψ₀) enters as a hypothesis; every Hermitian matrix of nonzero size has such a pair. If H acts on the whole Fock space, E₀ is the lowest energy over all particle numbers.

The theorem concerns energies only. It gives no rate of convergence and does not say that the states W_k x_k converge. For one-site DMRG with exact local ground states and no truncation or noise, an energy that rises by more than rounding error points to a fault in the implementation.

```lean
/-- Along a sweep the energies never rise, never fall below the lowest eigenvalue `E₀` of the full
Hamiltonian, and converge to a limit that is at least `E₀`. -/
theorem sweep_energies_converge [DecidableEq n] {m : ℕ → Type*} [∀ k, Fintype (m k)]
    [∀ k, DecidableEq (m k)] {H : Matrix n n ℂ} (hH : H.IsHermitian)
    {W : ∀ k, Matrix n (m k) ℂ} {E : ℕ → ℝ} {x : ∀ k, m k → ℂ} (hs : IsSweep H W E x)
    {E₀ : ℝ} {ψ₀ : n → ℂ} (h₀ : IsGround H E₀ ψ₀) :
    Antitone E ∧ (∀ k, E₀ ≤ E k) ∧ ∃ Elim, E₀ ≤ Elim ∧ Tendsto E atTop (𝓝 Elim) := by
  have hE : ∀ k, energy H (W k *ᵥ x k) = E k := fun k => by
    rw [← energy_effH, energy_ground (hs.ground k)]
  have hunit : ∀ k, star (W k *ᵥ x k) ⬝ᵥ (W k *ᵥ x k) = 1 := fun k => by
    rw [norm_preserved (hs.isometry k), (hs.ground k).unit]
  -- the old state is a trial vector for the next local problem
  have hanti : Antitone E := antitone_nat_of_succ_le (fun k => by
    obtain ⟨y, hy⟩ := hs.carry k
    have hy1 : star y ⬝ᵥ y = 1 := by
      rw [← norm_preserved (hs.isometry (k + 1)), hy, hunit k]
    have hherm : (effH H (W (k + 1))).IsHermitian :=
      isHermitian_conjTranspose_mul_mul _ hH
    have hv := variational hherm (hs.ground (k + 1)) hy1
    rwa [energy_effH, hy, hE k] at hv)
  have hlow : ∀ k, E₀ ≤ E k := fun k => by
    rw [← hE k]
    exact variational hH h₀ (hunit k)
  have hlim := tendsto_atTop_ciInf hanti ⟨E₀, by rintro _ ⟨k, rfl⟩; exact hlow k⟩
  exact ⟨hanti, hlow, _, ge_of_tendsto' hlim hlow, hlim⟩
```

## A one-column frame that stalls above the ground state

The smallest frame that the definition of a sweep allows has a single column, since a local solution must be a normalised vector. The local problem is then a 1 × 1 matrix with nothing to optimise. If every frame has one column, `carry` forces consecutive states to agree up to a phase, and the energy stays constant. At the other extreme, a square isometry is unitary, the local problem has the full spectrum of H, and E_k = E₀ at once.

The one-column case shows that the limit need not be E₀. Take two levels with energies 0 and 1:

  H = diag(0, 1).

```lean
/-- A two-level Hamiltonian with energies `0` and `1`. -/
def stallH : Matrix (Fin 2) (Fin 2) ℂ := !![0, 0; 0, 1]
```

Keep only the upper level in the frame:

  W = (0, 1)ᵀ.

```lean
/-- The frame that contains only the upper level. -/
def stallW : Matrix (Fin 2) (Fin 1) ℂ := !![0; 1]
```

Then Wᴴ W = 1 and Wᴴ H W = 1. With x_k = 1 and E_k = 1 at every step, all the sweep conditions hold; `carry` is immediate because the frame never changes.

The lowest eigenvalue of H is nevertheless 0, with eigenvector (1, 0)ᵀ. To see that no eigenvalue μ is negative, write the eigenvalue equation in components, numbered from 0 as in Lean:

  0 = μ y_0, y_1 = μ y_1.

If μ < 0, both components vanish, which contradicts y ≠ 0. The last part of the proof follows this argument, with `e0` and `e1` recording the two vanishing components.

The sweep therefore converges to 1 while E₀ = 0. The frame is chosen by hand and is not a one-site frame L ⊗ 1 ⊗ R, which has at least one column for each basis state of the free site. The example shows what the sweep conditions permit and not how often a molecular calculation stalls.

```lean
/-- A sweep that keeps the frame `stallW` has energy `1` at every step, while the lowest
eigenvalue of the Hamiltonian is `0`. -/
theorem stalled_sweep_witness :
    stallH.IsHermitian ∧
    IsSweep (m := fun _ => Fin 1) stallH (fun _ => stallW) (fun _ => 1) (fun _ _ => 1) ∧
    IsGround stallH 0 ![1, 0] := by
  have hEff : effH stallH stallW = 1 := by
    ext i j
    fin_cases i; fin_cases j
    simp [effH, stallH, stallW, Matrix.mul_apply, Fin.sum_univ_succ]
  refine ⟨?_, ⟨fun _ => ?_, fun _ => ?_, fun _ => ⟨_, rfl⟩⟩, ?_, ?_, ?_⟩
  · ext i j
    fin_cases i <;> fin_cases j <;> simp [stallH]
  · unfold IsIsometry
    ext i j
    fin_cases i; fin_cases j
    simp [stallW, Matrix.mul_apply, Fin.sum_univ_succ]
  · rw [hEff]
    refine ⟨by simp [dotProduct], by simp, fun μ y hy0 hy => ?_⟩
    obtain ⟨i, hi⟩ := Function.ne_iff.mp hy0
    rw [one_mulVec] at hy
    have h1 : y i = (μ : ℂ) * y i := congrFun hy i
    have h2 : (μ : ℂ) = 1 := mul_right_cancel₀ hi (by rw [one_mul]; exact h1.symm)
    have h3 : μ = 1 := by exact_mod_cast h2
    exact h3.ge
  · simp [dotProduct, Fin.sum_univ_two]
  · ext i
    fin_cases i <;> simp [stallH, mulVec, dotProduct, Fin.sum_univ_two]
  · intro μ y hy0 hy
    by_contra hneg
    have hμ : μ < 0 := lt_of_not_ge hneg
    have h0 : (0 : ℂ) = μ * y 0 := by
      simpa [stallH, mulVec, dotProduct, Fin.sum_univ_two] using congrFun hy 0
    have h1 : y 1 = μ * y 1 := by
      simpa [stallH, mulVec, dotProduct, Fin.sum_univ_two] using congrFun hy 1
    have hμ0 : (μ : ℂ) ≠ 0 := by exact_mod_cast hμ.ne
    have hμ1 : (1 : ℂ) - μ ≠ 0 := by
      intro h
      have h' : (1 : ℝ) - μ = 0 := by exact_mod_cast h
      linarith
    have e0 : y 0 = 0 := (mul_eq_zero.mp h0.symm).resolve_left hμ0
    have e1 : y 1 = 0 :=
      (mul_eq_zero.mp (show ((1 : ℂ) - μ) * y 1 = 0 by linear_combination h1)).resolve_left hμ1
    apply hy0
    funext i
    fin_cases i
    · exact e0
    · exact e1

end

end DMRGSweep
```

```lean
#print axioms DMRGSweep.isIsometry_site_frame
#print axioms DMRGSweep.one_site_move
#print axioms DMRGSweep.sweep_energies_converge
```

```
'DMRGSweep.isIsometry_site_frame' depends on axioms: [propext, Classical.choice, Quot.sound]
'DMRGSweep.one_site_move' depends on axioms: [propext, Classical.choice, Quot.sound]
'DMRGSweep.sweep_energies_converge' depends on axioms: [propext, Classical.choice, Quot.sound]
```
